# Closed-form overlap of a conditionally precessing spin-1/2 after n echo blocks

Take a central spin that undergoes pure dephasing in a bath of non-interacting spins-1/2, initially uncorrelated with each other and with the central spin. Its coherence after \(n\) echo blocks, relative to the initial value, is a product of one overlap factor per bath spin. For a maximally mixed bath spin, the identity below replaces the matrix powers in that factor by sines and cosines.

During a time \(\tau\), depending on the state of the central spin, the bath spin precesses by \(\beta\) about \(z\) or by \(\alpha\) about the unit vector \(m=(m_x,0,m_z)\):

\[
R_0=e^{-i\beta\sigma_z/2},\qquad R_1=e^{-i\alpha\, m\cdot\sigma/2}.
\]

An echo block is the sequence \(\tau\)–\(\pi\)–\(2\tau\)–\(\pi\)–\(\tau\). Its ideal \(\pi\) pulses on the central spin swap the two precessions, which gives the blocks \(V_0=R_0R_1R_1R_0\) and \(V_1=R_1R_0R_0R_1\). For a maximally mixed bath spin the factor is \(M_n=\tfrac12\mathrm{Tr}(V_0^nV_1^{-n})\). With \(\cos\varphi=\cos\alpha\cos\beta-m_z\sin\alpha\sin\beta\),

\[
\sin^2\!\varphi\,(1-M_n)=m_x^2(1-\cos\alpha)(1-\cos\beta)(1-\cos\varphi)\sin^2(n\varphi),
\]

and for \(\sin\varphi\neq0\),

\[
M_n=1-\frac{m_x^2(1-\cos\alpha)(1-\cos\beta)\sin^2(n\varphi)}{1+\cos\varphi}.
\]

## From two precession axes to one scalar product

Since \((m\cdot\sigma)^2=1\), the exponential series gives \(R_1=\cos\frac\alpha2-i\sin\frac\alpha2\,m\cdot\sigma\), hence \(R_1^2=\cos\alpha-i\sin\alpha\,m\cdot\sigma\). The same holds for \(R_0\) with \(\beta\) and \(z\).

For \(A=w-ia\cdot\sigma\) and \(B=W-ib\cdot\sigma\), the Pauli algebra gives

\[
ABA=W(w^2-a^2)-2w\,a\cdot b-i\left[2Ww\,a+(w^2+a^2)b-2(a\cdot b)a\right]\cdot\sigma .
\]

Taking \(B=R_1^2\) or \(B=R_0^2\) yields \(V_j=\cos\varphi-iv_j\cdot\sigma\) for \(j=0,1\), so both half-traces are \(\cos\varphi\). The \((x,z)\) components are

\[
\begin{aligned}
v_0&=(m_x\sin\alpha,\ \cos\alpha\sin\beta+m_z\sin\alpha\cos\beta),\\
v_1&=\cos\beta\sin\alpha\,(m_x,m_z)+\sin\beta\,(0,1)-m_z\sin\beta(1-\cos\alpha)(m_x,m_z).
\end{aligned}
\]

Each \(V_j\) is unitary with determinant 1, so \(|v_j|^2=\sin^2\varphi\). Therefore \(\sin^2\varphi-v_0\cdot v_1=\frac12|v_0-v_1|^2\). The difference has components

\[
m_x[\sin\alpha(1-\cos\beta)+m_z\sin\beta(1-\cos\alpha)],\qquad -m_x^2\sin\beta(1-\cos\alpha).
\]

Squaring, using \(m_x^2+m_z^2=1\), and factoring gives

\[
\begin{aligned}
|v_0-v_1|^2&=m_x^2(1-\cos\alpha)(1-\cos\beta)\,[2-2\cos\alpha\cos\beta+2m_z\sin\alpha\sin\beta]\\
&=2m_x^2(1-\cos\alpha)(1-\cos\beta)(1-\cos\varphi).
\end{aligned}
\]

The powers obey

\[
\sin\varphi\,V_j^n=\sin\varphi\cos n\varphi-i\sin n\varphi\,v_j\cdot\sigma .
\]

This is true at \(n=0\). Multiplying by \(V_j\) and using \(|v_j|^2=\sin^2\varphi\) with the addition formulas advances \(n\) by one. The inverse of \(V_1\) reverses \(v_1\), so the trace gives

\[
\sin^2\!\varphi\,M_n=\sin^2\!\varphi\cos^2n\varphi+\sin^2n\varphi\,v_0\cdot v_1 .
\]

Subtracting from \(\sin^2\varphi\) leaves \(\sin^2n\varphi\,(\sin^2\varphi-v_0\cdot v_1)\), which is the identity. Dividing by \(\sin^2\varphi=(1-\cos\varphi)(1+\cos\varphi)\) gives the quotient form.

## The Lean file

```lean
import Mathlib

open Real (cos sin sin_sq_add_cos_sq)

namespace SpinBathEcho

noncomputable section

local notation "M₂" => Matrix (Fin 2) (Fin 2) ℂ

/-- The Pauli component `m·σ` along `m = (mx, 0, mz)`. -/
def pauliXZ (mx mz : ℝ) : M₂ := !![(mz : ℂ), (mx : ℂ); (mx : ℂ), -(mz : ℂ)]

/-- The spin operator `w - i (x σx + z σz)`. -/
def spinMat (w x z : ℝ) : M₂ :=
  !![(w : ℂ) - Complex.I * z, -(Complex.I * x); -(Complex.I * x), (w : ℂ) + Complex.I * z]

/-- The precession operator `exp(-i θ m·σ / 2)` with `m = (mx, 0, mz)`. -/
def rotation (mx mz θ : ℝ) : M₂ :=
  NormedSpace.exp ((-(Complex.I * θ / 2)) • pauliXZ mx mz)

/-- The echo block `R0 R1 R1 R0`; `R0` turns by `β` about z, `R1` by `α` about `m`. -/
def V0 (mx mz α β : ℝ) : M₂ :=
  rotation 0 1 β * rotation mx mz α * rotation mx mz α * rotation 0 1 β

/-- The echo block `R1 R0 R0 R1`. -/
def V1 (mx mz α β : ℝ) : M₂ :=
  rotation mx mz α * rotation 0 1 β * rotation 0 1 β * rotation mx mz α

/-- The bath-spin overlap `Tr(V0^n V1^(-n)) / 2` after `n` echo blocks. -/
def coherence (mx mz α β : ℝ) (n : ℕ) : ℂ :=
  Matrix.trace (V0 mx mz α β ^ n * (V1 mx mz α β)⁻¹ ^ n) / 2

/-- For a unit vector `m`, `exp(-i θ m·σ / 2) = cos(θ/2) - i sin(θ/2) m·σ`. -/
theorem rotation_eq {mx mz : ℝ} (hm : mx ^ 2 + mz ^ 2 = 1) (θ : ℝ) :
    rotation mx mz θ = spinMat (cos (θ / 2)) (sin (θ / 2) * mx) (sin (θ / 2) * mz) := by
  have hmc : (mx : ℂ) ^ 2 + (mz : ℂ) ^ 2 = 1 := by exact_mod_cast hm
  have hA : pauliXZ mx mz * pauliXZ mx mz = 1 := by
    ext i j
    fin_cases i <;> fin_cases j <;> simp [pauliXZ, Matrix.mul_apply, Fin.sum_univ_two]
    · linear_combination hmc
    · ring
    · ring
    · linear_combination hmc
  have e : -(Complex.I * θ / 2) = ((-(θ / 2) : ℝ) : ℂ) * Complex.I := by push_cast; ring
  -- the exponential series splits over the two spin projectors
  have hexp (A : M₂) (c : ℂ) (hA : A * A = 1) :
      NormedSpace.exp (c • A) = Complex.cosh c • 1 + Complex.sinh c • A := by
    have hs (z : ℂ) : HasSum (fun n : ℕ => z ^ n / (n.factorial : ℂ)) (Complex.exp z) := by
      rw [Complex.exp_eq_exp_ℂ]
      exact NormedSpace.expSeries_div_hasSum_exp z
    have hp (n : ℕ) : A ^ n = (1 / 2 : ℂ) • (1 + A) + ((-1) ^ n / 2 : ℂ) • (1 - A) := by
      induction n with
      | zero => rw [pow_zero, pow_zero]; module
      | succ n ih =>
        rw [pow_succ, ih, add_mul, smul_mul_assoc, smul_mul_assoc, add_mul, sub_mul, hA,
          one_mul, pow_succ]
        module
    have h := ((hs c).smul_const ((1 / 2 : ℂ) • (1 + A))).add
      ((hs (-c)).smul_const ((1 / 2 : ℂ) • (1 - A)))
    rw [NormedSpace.exp_eq_tsum ℂ]
    refine (tsum_congr fun n => ?_).trans (h.tsum_eq.trans ?_)
    · rw [smul_pow, hp, neg_pow c n]
      module
    · rw [Complex.cosh, Complex.sinh]
      module
  unfold rotation
  rw [hexp _ _ hA, e, Complex.cosh_mul_I, Complex.sinh_mul_I, ← Complex.ofReal_cos,
    ← Complex.ofReal_sin, Real.cos_neg, Real.sin_neg]
  generalize cos (θ / 2) = c
  generalize sin (θ / 2) = s
  ext i j
  fin_cases i <;> fin_cases j <;> simp [spinMat, pauliXZ] <;> ring

/-- The product of two spin operators with parallel vector parts. -/
theorem mul_same_axis (a b c d x z : ℝ) :
    spinMat a (b * x) (b * z) * spinMat c (d * x) (d * z) =
      spinMat (a * c - b * d * (x * x + z * z)) ((a * d + b * c) * x) ((a * d + b * c) * z) := by
  ext i j
  fin_cases i <;> fin_cases j <;> apply Complex.ext <;>
    simp [spinMat, Matrix.mul_apply, Fin.sum_univ_two] <;> ring

/-- The symmetric product `A B A` of spin operators in the xz plane has no σy part. -/
theorem sandwich (w x z W X Z : ℝ) :
    spinMat w x z * spinMat W X Z * spinMat w x z =
      spinMat (W * (w * w - x * x - z * z) - 2 * w * (x * X + z * Z))
        (2 * W * w * x + (w * w + x * x + z * z) * X - 2 * (x * X + z * Z) * x)
        (2 * W * w * z + (w * w + x * x + z * z) * Z - 2 * (x * X + z * Z) * z) := by
  ext i j
  fin_cases i <;> fin_cases j <;> apply Complex.ext <;>
    simp [spinMat, Matrix.mul_apply, Fin.sum_univ_two] <;> ring

/-- Both blocks have scalar part `cos φ` and a vector part of length `|sin φ|` in the xz plane;
the last equation gives the scalar product of the two vectors. -/
theorem blocks_eq {mx mz α β φ : ℝ} (hm : mx ^ 2 + mz ^ 2 = 1)
    (hφ : cos φ = cos α * cos β - mz * sin α * sin β) :
    ∃ x0 z0 x1 z1 : ℝ, V0 mx mz α β = spinMat (cos φ) x0 z0 ∧
      V1 mx mz α β = spinMat (cos φ) x1 z1 ∧
      x0 ^ 2 + z0 ^ 2 = sin φ ^ 2 ∧ x1 ^ 2 + z1 ^ 2 = sin φ ^ 2 ∧
      sin φ ^ 2 - (x0 * x1 + z0 * z1) =
        mx ^ 2 * (1 - cos α) * (1 - cos β) * (1 - cos φ) := by
  have half (θ : ℝ) : cos θ = 1 - 2 * sin (θ / 2) ^ 2 ∧
      sin θ = 2 * sin (θ / 2) * cos (θ / 2) := by
    have h1 := Real.cos_two_mul (θ / 2)
    have h2 := Real.sin_two_mul (θ / 2)
    rw [show 2 * (θ / 2) = θ by ring] at h1 h2
    exact ⟨by linarith [sin_sq_add_cos_sq (θ / 2)], h2⟩
  -- two equal precessions in a row double the angle
  have hsq {x z : ℝ} (h : x ^ 2 + z ^ 2 = 1) (θ : ℝ) :
      rotation x z θ * rotation x z θ = spinMat (cos θ) (sin θ * x) (sin θ * z) := by
    rw [rotation_eq h, mul_same_axis, (half θ).1, (half θ).2]
    congr 1
    · linear_combination sin_sq_add_cos_sq (θ / 2) - sin (θ / 2) ^ 2 * h
    · ring
    · ring
  have hz : (0 : ℝ) ^ 2 + 1 ^ 2 = 1 := by norm_num
  have ha := sin_sq_add_cos_sq α
  have hb := sin_sq_add_cos_sq β
  have ha2 := sin_sq_add_cos_sq (α / 2)
  have hb2 := sin_sq_add_cos_sq (β / 2)
  have hf := sin_sq_add_cos_sq φ
  rw [hφ] at hf ⊢
  refine ⟨mx * sin α, cos α * sin β + mz * sin α * cos β,
    mx * (cos β * sin α - mz * sin β * (1 - cos α)),
    mz * cos β * sin α + sin β * (1 - mz ^ 2 * (1 - cos α)), ?_, ?_, ?_, ?_, ?_⟩
  · unfold V0
    rw [mul_assoc (rotation 0 1 β) (rotation mx mz α), hsq hm, rotation_eq hz, sandwich,
      (half β).1, (half β).2]
    congr 1
    · linear_combination cos α * hb2
    · linear_combination sin α * mx * hb2
    · linear_combination sin α * mz * hb2
  · unfold V1
    rw [mul_assoc (rotation mx mz α) (rotation 0 1 β), hsq hz, rotation_eq hm, sandwich,
      (half α).1, (half α).2]
    congr 1
    · linear_combination cos β * ha2 - cos β * sin (α / 2) ^ 2 * hm
    · ring
    · linear_combination sin β * ha2 + sin β * sin (α / 2) ^ 2 * hm
  · linear_combination (cos α ^ 2 + mz ^ 2 * sin α ^ 2) * hb + sin α ^ 2 * hm + ha - hf
  · linear_combination (cos β * sin α - mz * sin β * (1 - cos α)) ^ 2 * hm
      + (cos β ^ 2 + mz ^ 2 * sin β ^ 2) * ha + hb - hf
  · linear_combination hf - (sin α * (cos β * sin α - mz * sin β * (1 - cos α))
        + (1 - cos α) * (1 - cos β) * (1 - (cos α * cos β - mz * sin α * sin β))) * hm
      + (-mz ^ 2 * cos β ^ 2 - (1 - mz ^ 2) * cos β - mz ^ 2 * sin β ^ 2) * ha
      + (-cos α * (1 - mz ^ 2 * (1 - cos α)) - mz ^ 2 * (1 - cos α ^ 2)) * hb

/-- Both echo blocks have half-trace `cos φ = cos α cos β - mz sin α sin β`. -/
theorem half_trace {mx mz α β φ : ℝ} (hm : mx ^ 2 + mz ^ 2 = 1)
    (hφ : cos φ = cos α * cos β - mz * sin α * sin β) :
    Matrix.trace (V0 mx mz α β) / 2 = (cos φ : ℝ) ∧
      Matrix.trace (V1 mx mz α β) / 2 = (cos φ : ℝ) := by
  have ht (w x z : ℝ) : Matrix.trace (spinMat w x z) / 2 = (w : ℂ) := by
    rw [Matrix.trace_fin_two]
    change ((w : ℂ) - Complex.I * z + ((w : ℂ) + Complex.I * z)) / 2 = w
    ring
  obtain ⟨x0, z0, x1, z1, e0, e1, -⟩ := blocks_eq hm hφ
  rw [e0, e1]
  exact ⟨ht _ _ _, ht _ _ _⟩

/-- The formula for `sin φ` times the `n`-th power of a spin operator with scalar part `cos φ` and a
vector part of length `|sin φ|` in the xz plane. -/
theorem spin_pow {φ x z : ℝ} (h : x ^ 2 + z ^ 2 = sin φ ^ 2) (n : ℕ) :
    ((sin φ : ℝ) : ℂ) • spinMat (cos φ) x z ^ n =
      spinMat (sin φ * cos (n * φ)) (sin (n * φ) * x) (sin (n * φ) * z) := by
  induction n with
  | zero =>
    ext i j
    fin_cases i <;> fin_cases j <;> simp [spinMat]
  | succ n ih =>
    have key := mul_same_axis (sin φ * cos (n * φ)) (sin (n * φ)) (cos φ) 1 x z
    simp only [one_mul] at key
    rw [pow_succ, ← smul_mul_assoc, ih, key,
      show ((n + 1 : ℕ) : ℝ) * φ = n * φ + φ by push_cast; ring, Real.cos_add, Real.sin_add]
    congr 1
    · linear_combination -sin (n * φ) * h
    · ring
    · ring

/-- The loss of overlap after `n` echo blocks, multiplied by `sin² φ`, equals
`mx² (1 - cos α) (1 - cos β) (1 - cos φ) sin² (n φ)`. -/
theorem coherence_loss {mx mz α β φ : ℝ} (hm : mx ^ 2 + mz ^ 2 = 1)
    (hφ : cos φ = cos α * cos β - mz * sin α * sin β) (n : ℕ) :
    ((sin φ : ℝ) : ℂ) ^ 2 * (1 - coherence mx mz α β n) =
      ((mx ^ 2 * (1 - cos α) * (1 - cos β) * (1 - cos φ) * sin (n * φ) ^ 2 : ℝ) : ℂ) := by
  obtain ⟨x0, z0, x1, z1, e0, e1, h0, h1, hO⟩ := blocks_eq hm hφ
  -- the inverse block turns the other way
  have hinv : (spinMat (cos φ) x1 z1)⁻¹ = spinMat (cos φ) (-x1) (-z1) := by
    apply Matrix.inv_eq_right_inv
    have key (w x z : ℝ) : spinMat w x z * spinMat w (-x) (-z) =
        spinMat (w * w + (x * x + z * z)) 0 0 := by
      ext i j
      fin_cases i <;> fin_cases j <;> apply Complex.ext <;>
        simp [spinMat, Matrix.mul_apply, Fin.sum_univ_two] <;> ring
    rw [key, show cos φ * cos φ + (x1 * x1 + z1 * z1) = 1 by
      linear_combination h1 + sin_sq_add_cos_sq φ]
    ext i j
    fin_cases i <;> fin_cases j <;> simp [spinMat]
  have htr (a x z b X Z : ℝ) : Matrix.trace (spinMat a x z * spinMat b X Z) =
      ((2 * (a * b - x * X - z * Z) : ℝ) : ℂ) := by
    apply Complex.ext <;>
      simp [spinMat, Matrix.trace_fin_two] <;> ring
  have hs (s : ℂ) (A B : M₂) :
      s ^ 2 * Matrix.trace (A * B) = Matrix.trace ((s • A) * (s • B)) := by
    rw [smul_mul_assoc, mul_smul_comm, Matrix.trace_smul, Matrix.trace_smul, smul_eq_mul,
      smul_eq_mul]
    ring
  have h1' : (-x1) ^ 2 + (-z1) ^ 2 = sin φ ^ 2 := by linear_combination h1
  have hn : ((sin (n * φ) : ℝ) : ℂ) ^ 2 + ((cos (n * φ) : ℝ) : ℂ) ^ 2 = 1 := by
    exact_mod_cast sin_sq_add_cos_sq (n * φ)
  unfold coherence
  rw [e0, e1, hinv, mul_sub, mul_one, ← mul_div_assoc, hs, spin_pow h0, spin_pow h1', htr, ← hO]
  simp only [Complex.ofReal_mul, Complex.ofReal_sub, Complex.ofReal_add, Complex.ofReal_pow,
    Complex.ofReal_neg, Complex.ofReal_ofNat]
  linear_combination -((sin φ : ℝ) : ℂ) ^ 2 * hn

/-- For `sin φ ≠ 0` the overlap after `n` echo blocks is
`1 - mx² (1 - cos α) (1 - cos β) sin² (n φ) / (1 + cos φ)`. -/
theorem coherence_eq {mx mz α β φ : ℝ} (hm : mx ^ 2 + mz ^ 2 = 1)
    (hφ : cos φ = cos α * cos β - mz * sin α * sin β) (hs : sin φ ≠ 0) (n : ℕ) :
    coherence mx mz α β n = ((1 - mx ^ 2 * (1 - cos α) * (1 - cos β) *
      sin (n * φ) ^ 2 / (1 + cos φ) : ℝ) : ℂ) := by
  have main := coherence_loss hm hφ n
  have hf : sin φ ^ 2 = (1 - cos φ) * (1 + cos φ) := by
    linear_combination sin_sq_add_cos_sq φ
  have hc : 1 + cos φ ≠ 0 := by
    intro h
    rw [h, mul_zero] at hf
    exact hs (pow_eq_zero_iff two_ne_zero |>.mp hf)
  have hR : mx ^ 2 * (1 - cos α) * (1 - cos β) * (1 - cos φ) * sin (n * φ) ^ 2 =
      sin φ ^ 2 * (mx ^ 2 * (1 - cos α) * (1 - cos β) * sin (n * φ) ^ 2 / (1 + cos φ)) := by
    rw [hf, mul_div_assoc', eq_div_iff hc]
    ring
  rw [hR, Complex.ofReal_mul, Complex.ofReal_pow] at main
  have h := mul_left_cancel₀ (pow_ne_zero 2 (Complex.ofReal_ne_zero.mpr hs)) main
  rw [Complex.ofReal_sub, Complex.ofReal_one, ← h]
  ring

end

end SpinBathEcho
```

```lean
#print axioms SpinBathEcho.half_trace
#print axioms SpinBathEcho.coherence_eq
```

```
'SpinBathEcho.half_trace' depends on axioms: [propext, Classical.choice, Quot.sound]
'SpinBathEcho.coherence_eq' depends on axioms: [propext, Classical.choice, Quot.sound]
```

## How the proof follows the algebra

`rotation` is a true matrix exponential, and `rotation_eq` evaluates it by splitting the series over the projectors \((1\pm m\cdot\sigma)/2\). `mul_same_axis` and `sandwich` are the two product rules. `blocks_eq` supplies \(v_0\), \(v_1\), their lengths and their scalar product; `half_trace` reads off the traces. `spin_pow` is the induction, `coherence_loss` the main identity and `coherence_eq` the quotient.

The proof turns on `linear_combination`. Given multiples of known equations, it subtracts them from the goal and lets `ring` check that nothing remains. In `spin_pow`, the scalar parts differ by \(-\sin n\varphi\,(|v_j|^2-\sin^2\varphi)\), so the certificate is `-sin (n * φ) * h`. In `blocks_eq`, longer certificates do the same with the unit-vector and \(\sin^2+\cos^2\) relations.

## Range of validity, and an unnormalised axis

The main identity holds for all real \(\alpha\), \(\beta\) and every natural \(n\), in exact arithmetic, for one bath spin; the quotient form is proved for \(\sin\varphi\neq0\). Pulse errors, finite pulse widths and bath-spin interactions are absent from the model, and the product over bath spins is not part of the Lean file.

The hypothesis `hφ` takes \(\varphi\) as any real angle with the stated cosine. A code can use arccos, because the half-trace of a unitary 2×2 matrix with determinant 1 lies in \([-1,1]\); a computed value that rounding has pushed just outside this interval should first be clipped to it. At \(\sin\varphi=0\) the main identity reads \(0=0\); there both \(v_j\) vanish, so \(V_0=V_1=\pm1\) and the code should return \(M_n=1\). Close to \(\cos\varphi=-1\) the quotient needs care with rounding.

The hypothesis `hm` demands a unit axis. Suppose a code passes \(m=(2,0,0)\) with \(\alpha=\pi\), \(\beta=\pi/2\). Then \(R_1=-1\), so \(V_0=V_1\) and \(M_1=1\). But \(\cos\varphi=0\), and the quotient formula returns \(1-8=-7\).
